# The two-body density of 3/5 |00⟩ + 4/5 |11⟩ is not the antisymmetrized product of its one-body densities

The lemma concerns two fermionic modes in the normalized state Ψ = 3/5 |00⟩ + 4/5 |11⟩, a superposition of both modes empty and both modes occupied. It states that ⟨Ψ, Ψ⟩ = 1 and that ⟨Ψ, c₀† c₁† c₁ c₀ Ψ⟩ differs from γ₀₀γ₁₁ − γ₀₁γ₁₀, where γ_xy = ⟨Ψ, c_x† c_y Ψ⟩ and the mode transformation `U` is the identity. In numbers, the two-body density is 16/25, while the product expression is (16/25)² = 256/625. The proof substitutes the given state and matrix, writes the inner products as sums over four coordinates, and leaves the arithmetic to `norm_num`.

In Lean, a first try:

```lean
import Mathlib

noncomputable section

namespace SuperpositionNotFactorized

variable {ι κ H : Type*} [Fintype ι] [DecidableEq ι]
  [NormedAddCommGroup H] [InnerProductSpace ℂ H]

/-- The transformed annihilator `c_x = ∑ p, U x p a_p`. -/
def ann (a : ι → H →ₗ[ℂ] H) (U : Matrix κ ι ℂ) (x : κ) : H →ₗ[ℂ] H :=
  ∑ p, U x p • a p

/-- The transformed creator `c_x† = ∑ p, conj (U x p) a_p†`. -/
def cre (ad : ι → H →ₗ[ℂ] H) (U : Matrix κ ι ℂ) (x : κ) : H →ₗ[ℂ] H :=
  ∑ p, star (U x p) • ad p

/-- The one-body density `γ_xy = ⟨Φ, c_x† c_y Φ⟩`. -/
def oneBody (a ad : ι → H →ₗ[ℂ] H) (U : Matrix κ ι ℂ) (Φ : H) (x y : κ) : ℂ :=
  inner ℂ Φ (cre ad U x (ann a U y Φ))

/-- The two-body density `⟨Φ, c_w† c_x† c_z c_y Φ⟩`. -/
def twoBody (a ad : ι → H →ₗ[ℂ] H) (U : Matrix κ ι ℂ) (Φ : H) (w x z y : κ) : ℂ :=
  inner ℂ Φ (cre ad U w (cre ad U x (ann a U z (ann a U y Φ))))

variable {a ad : ι → H →ₗ[ℂ] H} {occ : Finset ι} {Φ : H}

/-- Annihilators of two modes, in the basis `|00⟩, |10⟩, |01⟩, |11⟩`. -/
def modeAnn : Fin 2 → EuclideanSpace ℂ (Fin 4) →ₗ[ℂ] EuclideanSpace ℂ (Fin 4) :=
  ![{ toFun := fun v => !₂[v 1, 0, v 3, 0]
      map_add' := fun u v => by ext i; fin_cases i <;> simp
      map_smul' := fun c v => by ext i; fin_cases i <;> simp },
    { toFun := fun v => !₂[v 2, -v 3, 0, 0]
      map_add' := fun u v => by ext i; fin_cases i <;> simp [add_comm]
      map_smul' := fun c v => by ext i; fin_cases i <;> simp }]

/-- Creators of two modes, in the basis `|00⟩, |10⟩, |01⟩, |11⟩`. -/
def modeCre : Fin 2 → EuclideanSpace ℂ (Fin 4) →ₗ[ℂ] EuclideanSpace ℂ (Fin 4) :=
  ![{ toFun := fun v => !₂[0, v 0, 0, v 2]
      map_add' := fun u v => by ext i; fin_cases i <;> simp
      map_smul' := fun c v => by ext i; fin_cases i <;> simp },
    { toFun := fun v => !₂[0, 0, v 0, -v 1]
      map_add' := fun u v => by ext i; fin_cases i <;> simp [add_comm]
      map_smul' := fun c v => by ext i; fin_cases i <;> simp }]

/-- The normalized superposition `3/5 |00⟩ + 4/5 |11⟩` violates the factorization in the
original mode basis. -/
theorem superposition_not_factorized (Ψ : EuclideanSpace ℂ (Fin 4))
    (hΨ : Ψ = !₂[3 / 5, 0, 0, 4 / 5]) (U : Matrix (Fin 2) (Fin 2) ℂ) (hU : U = 1) :
    inner ℂ Ψ Ψ = 1 ∧ twoBody modeAnn modeCre U Ψ 0 1 1 0 ≠
      oneBody modeAnn modeCre U Ψ 0 0 * oneBody modeAnn modeCre U Ψ 1 1
        - oneBody modeAnn modeCre U Ψ 0 1 * oneBody modeAnn modeCre U Ψ 1 0 := by
  subst hΨ hU
  constructor
  · rw [PiLp.inner_apply, Fin.sum_univ_four]
    norm_num
  · norm_num [twoBody, oneBody, ann, cre, modeAnn, modeCre, Fin.sum_univ_two,
      PiLp.inner_apply, Fin.sum_univ_four, Matrix.one_apply]

end SuperpositionNotFactorized
```

Lean reports:

```
Main.lean:55:2: error: unsolved goals
case left
⊢ 9 / 25 + ↑‖![3 / 5, 0, 0, 4 / 5] 2‖ ^ 2 + ↑‖![3 / 5, 0, 0, 4 / 5] 3‖ ^ 2 = 1
Main.lean:57:2: error: unsolved goals
case right
⊢ ¬![0, 0, 0, ![0, 0, ![0, 0, ![3 / 5, 0, 0, 4 / 5] 3, 0] 2, ![0, 0, ![3 / 5, 0, 0, 4 / 5] 3, 0] 3] 2] 2 *
          (starRingEnd ℂ) (![3 / 5, 0, 0, 4 / 5] 2) +
        ![0, 0, 0, ![0, 0, ![0, 0, ![3 / 5, 0, 0, 4 / 5] 3, 0] 2, ![0, 0, ![3 / 5, 0, 0, 4 / 5] 3, 0] 3] 2] 3 *
          (starRingEnd ℂ) (![3 / 5, 0, 0, 4 / 5] 3) =
      (![0, 0, 0, ![0, 0, ![3 / 5, 0, 0, 4 / 5] 3, 0] 2] 2 * (starRingEnd ℂ) (![3 / 5, 0, 0, 4 / 5] 2) +
            ![0, 0, 0, ![0, 0, ![3 / 5, 0, 0, 4 / 5] 3, 0] 2] 3 * (starRingEnd ℂ) (![3 / 5, 0, 0, 4 / 5] 3)) *
          (![0, 0, ![3 / 5, 0, 0, 4 / 5] 2, ![3 / 5, 0, 0, 4 / 5] 3] 2 * (starRingEnd ℂ) (![3 / 5, 0, 0, 4 / 5] 2) +
            ![0, 0, ![3 / 5, 0, 0, 4 / 5] 2, ![3 / 5, 0, 0, 4 / 5] 3] 3 * (starRingEnd ℂ) (![3 / 5, 0, 0, 4 / 5] 3)) -
        (![0, ![3 / 5, 0, 0, 4 / 5] 2, 0, ![![3 / 5, 0, 0, 4 / 5] 2, -![3 / 5, 0, 0, 4 / 5] 3, 0, 0] 2] 2 *
              (starRingEnd ℂ) (![3 / 5, 0, 0, 4 / 5] 2) +
            ![0, ![3 / 5, 0, 0, 4 / 5] 2, 0, ![![3 / 5, 0, 0, 4 / 5] 2, -![3 / 5, 0, 0, 4 / 5] 3, 0, 0] 2] 3 *
              (starRingEnd ℂ) (![3 / 5, 0, 0, 4 / 5] 3)) *
          (![0, 0, 0, 0] 2 * (starRingEnd ℂ) (![3 / 5, 0, 0, 4 / 5] 2) +
            ![0, 0, 0, 0] 3 * (starRingEnd ℂ) (![3 / 5, 0, 0, 4 / 5] 3))
```

What went wrong. Both messages report goals that `norm_num` simplified but did not close, because it could not read entries 2 and 3 of explicit vectors, such as `![3 / 5, 0, 0, 4 / 5] 3`. Entries 0 and 1 are covered by ordinary simp lemmas, which `norm_num` uses. Later entries are read by a simplification procedure (a simproc), which `simp` runs by default and `norm_num` does not. So the first goal has its 9/25 but keeps the norms of the last two entries. In the second, unread entries are nested inside one another, because each creator or annihilator builds a new vector from entries of the last.

The repair states the missing evaluations as equations `e2` and `e3`, which hold by `rfl`, and gives them to both `norm_num` calls as rewrite rules. The first goal then becomes 9/25 + 16/25 = 1.

In the second goal, reading the entries also leaves the complex conjugate of 4/5. `map_div₀` carries conjugation through the division, and `c4` and `c5` say that 4 and 5 are their own conjugates. What remains is 16/25 ≠ 256/625, which `norm_num` decides. The messages do not show whether it needed those three facts to evaluate the conjugate.

As a diff, the version that Lean accepts:

```diff
@@ -52,9 +52,15 @@
         - oneBody modeAnn modeCre U Ψ 0 1 * oneBody modeAnn modeCre U Ψ 1 0 := by
   subst hΨ hU
+  -- the last two entries of an explicit four-component vector
+  have e2 : ∀ a b c d : ℂ, ![a, b, c, d] 2 = c := fun _ _ _ _ => rfl
+  have e3 : ∀ a b c d : ℂ, ![a, b, c, d] 3 = d := fun _ _ _ _ => rfl
+  -- the amplitudes are real
+  have c4 : starRingEnd ℂ 4 = 4 := Complex.ext (by simp) (by simp)
+  have c5 : starRingEnd ℂ 5 = 5 := Complex.ext (by simp) (by simp)
   constructor
   · rw [PiLp.inner_apply, Fin.sum_univ_four]
-    norm_num
+    norm_num [e2, e3]
   · norm_num [twoBody, oneBody, ann, cre, modeAnn, modeCre, Fin.sum_univ_two,
-      PiLp.inner_apply, Fin.sum_univ_four, Matrix.one_apply]
+      PiLp.inner_apply, Fin.sum_univ_four, Matrix.one_apply, e2, e3, map_div₀, c4, c5]
 
 end SuperpositionNotFactorized
```
